# On a fine uniform radial grid, Simpson's rule normalises the hydrogenic 1s density worse than the trapezoidal rule

Trusting the higher-order rule sent me looking for a fault in an orbital that has none. I tabulated the exact 1s function of a hydrogenic ion on a uniform radial grid and checked its norm. The trapezoidal sum came out slightly below 1. I switched to Simpson's rule to improve it, and the error changed sign and grew about fourfold. Refining the grid shrinks both errors but leaves their ratio near four. Shouldn't Simpson's rule win here?

## Simpson's rule cancels an h² error that the 1s norm does not have

Your orbital is fine. In atomic units, the radial density for nuclear charge Z > 0 is

D(r) = 4Z³r² exp(−2Zr),

and its exact norm is 4Z³ · 2!/(2Z)³ = 1. Let T(h) and S(h) be the trapezoidal and Simpson sums over r = nh, n ≥ 0, and put a = Zh and q = exp(−2a). Since D(0) = 0, the origin contributes nothing, and

T(h) = 4a³ Σ n²qⁿ = 4a³ q(1+q)/(1−q)³.

Inserting 1−q = 2e⁻ᵃ sinh a and 1+q = 2e⁻ᵃ cosh a gives

T(h) = G(a), with G(a) = a³ cosh a / sinh³ a.

Simpson's rule gives even points the weight 2h/3 and odd points 4h/3. That is 4h/3 on every point minus 2h/3 on the even ones, which form the grid of step 2h. Hence

S(h) = [4T(h) − T(2h)]/3 = [4G(a) − G(2a)]/3.

This combination removes an error proportional to h². To see whether there is one, expand:

(sinh a / a)³ = 1 + a²/2 + 13a⁴/120 + …

cosh a = 1 + a²/2 + a⁴/24 + …

The a² terms agree, so they cancel in the quotient, and

G(a) − 1 = (1/24 − 13/120)a⁴ + … = −a⁴/15 + …

With no h² error to remove, the combination only multiplies the h⁴ coefficient by (4 − 16)/3 = −4:

(T−1)/h⁴ → −Z⁴/15 and (S−1)/h⁴ → 4Z⁴/15 as h → 0⁺.

That is your sign change and your factor of four.

The trapezoidal norm is below 1 at every step, not just at small ones. By the double-angle formulas,

G(2a) = a³ cosh 2a / (sinh³ a cosh³ a),

so G(2a) < G(a) means cosh 2a < cosh⁴ a. With s = sinh² a this reads 1+2s < 1+2s+s², which is true for a > 0. Halving the step therefore always raises G. After enough halvings the expansion puts G below 1, so it was below 1 at the start.

A case you can sum by hand is Z = 1, h = (ln 2)/2 ≈ 0.347, where q = 1/2 and Σ n²/2ⁿ = 6:

T(h) = 24h³ = 3(ln 2)³ ≈ 0.99907

T(2h) = (80/27)(ln 2)³ ≈ 0.98674

S(h) = (244/81)(ln 2)³ ≈ 1.00319

The errors are about −0.0009 and +0.0032, a ratio of about 3.4 in size, already close to four.

In an atomic calculation this sum enters when a tabulated radial function P(nh), where P² = D for 1s, is divided by the square root of its numerical norm. For exact 1s values and small Zh, the trapezoidal rule then scales the amplitude by about 1 + (Zh)⁴/30, and Simpson's rule by about 1 − 2(Zh)⁴/15. With Z = 10 and h = 0.01 bohr, the norm errors are about −7·10⁻⁶ and +2.7·10⁻⁵. So for this one-electron density on a sufficiently fine, uniform, unbounded grid, the higher-order rule is the less accurate way to normalise. On a coarse grid the order can reverse: at Zh = 2 the trapezoidal norm is about 0.63 and Simpson's about 0.81.

In the Lean file, `density1s` is D, and `trapezoid` and `simpson` are infinite sums for an arbitrary function `f`, with the origin's weight corrected by subtraction. `gridNorm` is G. The main theorem, `norm_errors_1s`, assumes only `0 < Z` and states three things: the trapezoidal norm is below 1 for every `h > 0`, and the two scaled errors have the limits above. The filter `𝓝[>] 0` means that h approaches zero from above. `simpson_worse_1s` then says that |T−1| < |S−1| for all sufficiently small positive h, without saying how small. The exact norm enters as the number 1; the integral behind it was evaluated only in the text above. A cutoff radius, a logarithmic grid or another orbital would need its own analysis.

```lean
import Mathlib

open Filter Topology Real

namespace RadialGridNorm1s

noncomputable section

/-- Radial probability density of the hydrogenic 1s orbital with nuclear charge `Z`. -/
def density1s (Z r : ℝ) : ℝ := 4 * Z ^ 3 * r ^ 2 * exp (-2 * Z * r)

/-- Trapezoidal rule on the grid `r = n h`: weight `h`, halved at the origin. -/
def trapezoid (f : ℝ → ℝ) (h : ℝ) : ℝ := h * (∑' n : ℕ, f (n * h) - f 0 / 2)

/-- Composite Simpson rule on the grid `r = n h`: weights `h/3` times 2 at even points,
4 at odd points and 1 at the origin. -/
def simpson (f : ℝ → ℝ) (h : ℝ) : ℝ :=
  h / 3 * (∑' k : ℕ, (2 * f (2 * k * h) + 4 * f ((2 * k + 1) * h)) - f 0)

/-- The function `a³ cosh a / sinh³ a` of a dimensionless step `a ≠ 0`. -/
def gridNorm (a : ℝ) : ℝ := a ^ 3 * cosh a / sinh a ^ 3

/-- For `Z, h > 0` the values of the 1s density on the grid `r = n h` have a convergent sum,
given in closed form. -/
theorem hasSum_density1s {Z h : ℝ} (hZ : 0 < Z) (hh : 0 < h) :
    HasSum (fun n : ℕ => density1s Z (n * h)) (gridNorm (Z * h) / h) := by
  have ha : 0 < Z * h := mul_pos hZ hh
  obtain ⟨q, hq⟩ : ∃ q, q = exp (-2 * (Z * h)) := ⟨_, rfl⟩
  have hq0 : 0 < q := hq ▸ Real.exp_pos _
  have hq1 : q < 1 := by rw [hq]; exact Real.exp_lt_one_iff.2 (by linarith)
  have hn : ‖q‖ < 1 := by rwa [Real.norm_of_nonneg hq0.le]
  -- n² = 2 C(n+2, 2) - 3 n - 2 reduces the sum to known geometric series
  have s := ((((hasSum_choose_mul_geometric_of_norm_lt_one 2 hn).mul_left 2).sub
    ((hasSum_coe_mul_geometric_of_norm_lt_one hn).mul_left 3)).sub
    ((hasSum_geometric_of_norm_lt_one hn).mul_left 2)).mul_left (4 * Z ^ 3 * h ^ 2)
  convert s using 1
  · rfl
  · funext n
    have e : exp (-2 * Z * (n * h)) = q ^ n := by
      rw [hq, ← Real.exp_nat_mul]; congr 1; ring
    have hc : (((n + 2).choose 2 : ℕ) : ℝ) = (n + 2) * (n + 1) / 2 := by
      rw [Nat.cast_choose_two]; push_cast; ring
    simp only [density1s, e, hc]
    ring
  · have h1 : 1 - q ≠ 0 := (sub_pos.2 hq1).ne'
    have br : 2 * (1 / (1 - q) ^ (2 + 1)) - 3 * (q / (1 - q) ^ 2) - 2 * (1 - q)⁻¹
        = q * (1 + q) / (1 - q) ^ 3 := by
      field_simp
      ring
    have hE : exp (Z * h) * exp (-(Z * h)) = 1 := by rw [← Real.exp_add]; simp
    have hqx : q = exp (-(Z * h)) ^ 2 := by
      rw [hq, sq, ← Real.exp_add]; congr 1; ring
    have hm : 1 - q = 2 * sinh (Z * h) * exp (-(Z * h)) := by
      rw [Real.sinh_eq, hqx]; linear_combination -hE
    have hp : 1 + q = 2 * cosh (Z * h) * exp (-(Z * h)) := by
      rw [Real.cosh_eq, hqx]; linear_combination -hE
    have hs : sinh (Z * h) ≠ 0 := (Real.sinh_pos_iff.2 ha).ne'
    have hx : exp (-(Z * h)) ≠ 0 := (Real.exp_pos _).ne'
    rw [br, hm, hp, hqx, gridNorm]
    generalize exp (-(Z * h)) = x at hx ⊢
    generalize sinh (Z * h) = y at hs ⊢
    field_simp
    ring

/-- Closed form of the trapezoidal norm of 1s for `Z, h > 0`. -/
theorem trapezoid_density1s {Z h : ℝ} (hZ : 0 < Z) (hh : 0 < h) :
    trapezoid (density1s Z) h = gridNorm (Z * h) := by
  rw [trapezoid, (hasSum_density1s hZ hh).tsum_eq,
    show density1s Z 0 = 0 by simp [density1s], zero_div, sub_zero]
  field_simp

/-- Closed form of the Simpson norm of 1s for `Z, h > 0`. -/
theorem simpson_density1s {Z h : ℝ} (hZ : 0 < Z) (hh : 0 < h) :
    simpson (density1s Z) h = (4 * gridNorm (Z * h) - gridNorm (2 * Z * h)) / 3 := by
  have hs := hasSum_density1s hZ hh
  have hev : HasSum (fun k : ℕ => density1s Z (((2 * k : ℕ) : ℝ) * h))
      (gridNorm (2 * Z * h) / (2 * h)) := by
    have e : (fun k : ℕ => density1s Z (((2 * k : ℕ) : ℝ) * h))
        = fun k : ℕ => density1s Z (k * (2 * h)) := by
      funext k; congr 1; push_cast; ring
    rw [e, show 2 * Z * h = Z * (2 * h) by ring]
    exact hasSum_density1s hZ (by linarith)
  -- the odd points carry what the even points leave over
  obtain ⟨m, hodd⟩ : ∃ m, HasSum (fun k : ℕ => density1s Z (((2 * k + 1 : ℕ) : ℝ) * h)) m :=
    ⟨_, (hs.summable.comp_injective (i := fun k : ℕ => 2 * k + 1)
      (fun a b hab => by have : 2 * a + 1 = 2 * b + 1 := hab; omega)).hasSum⟩
  have hsum := hs.unique
    (HasSum.even_add_odd (f := fun n : ℕ => density1s Z (n * h)) hev hodd)
  have tot := ((hev.mul_left 2).add (hodd.mul_left 4)).tsum_eq
  simp only [Nat.cast_add, Nat.cast_mul, Nat.cast_one, Nat.cast_ofNat] at tot
  have hg : h * (gridNorm (Z * h) / h) = gridNorm (Z * h) := by field_simp
  have he : h * (gridNorm (2 * Z * h) / (2 * h)) = gridNorm (2 * Z * h) / 2 := by field_simp
  rw [simpson, tot, show density1s Z 0 = 0 by simp [density1s]]
  linear_combination (4 / 3) * hg - (4 / 3) * h * hsum - (2 / 3) * he

/-- Fifth-order Taylor expansion of the exponential, with a relative remainder that vanishes
at the origin. -/
theorem exp_taylor : ∃ ρ : ℝ → ℝ, Tendsto ρ (𝓝 0) (𝓝 0) ∧ ∀ y, exp y =
    1 + y + y ^ 2 / 2 + y ^ 3 / 6 + y ^ 4 / 24 + y ^ 5 / 120 + y ^ 5 * ρ y := by
  refine ⟨fun y => (exp y - (1 + y + y ^ 2 / 2 + y ^ 3 / 6 + y ^ 4 / 24 + y ^ 5 / 120)) / y ^ 5,
    squeeze_zero_norm' ?_ tendsto_norm_zero, fun y => ?_⟩
  · filter_upwards [Metric.ball_mem_nhds (0 : ℝ) one_pos] with y hy
    have e : ∑ m ∈ Finset.range 6, y ^ m / (m.factorial : ℝ)
        = 1 + y + y ^ 2 / 2 + y ^ 3 / 6 + y ^ 4 / 24 + y ^ 5 / 120 := by
      norm_num [Finset.sum_range_succ, Nat.factorial]
    have b := Real.exp_bound (x := y) (mem_ball_zero_iff.1 hy).le (n := 6) (by norm_num)
    rw [e] at b
    simp only [Real.norm_eq_abs, abs_div, abs_pow]
    refine div_le_of_le_mul₀ (by positivity) (by positivity) (b.trans ?_)
    exact (mul_le_of_le_one_right (by positivity) (by norm_num [Nat.factorial])).trans_eq
      (by ring)
  · rcases eq_or_ne y 0 with rfl | hy
    · simp
    · field_simp
      ring

/-- As the dimensionless step `a` tends to zero from above, `(gridNorm a - 1) / a⁴` tends
to `-1/15`. -/
theorem tendsto_gridNorm :
    Tendsto (fun a => (gridNorm a - 1) / a ^ 4) (𝓝[>] 0) (𝓝 (-1 / 15)) := by
  obtain ⟨ρ, hρ, he⟩ := exp_taylor
  have hid : Tendsto (fun a : ℝ => a) (𝓝[>] 0) (𝓝 0) :=
    tendsto_id.mono_left nhdsWithin_le_nhds
  have hneg := hid.neg
  rw [neg_zero] at hneg
  have r1 : Tendsto (fun a => ρ a) (𝓝[>] 0) (𝓝 0) := hρ.comp hid
  have r2 : Tendsto (fun a => ρ (-a)) (𝓝[>] 0) (𝓝 0) := hρ.comp hneg
  have hu := (tendsto_const_nhds (x := (1 / 120 : ℝ))).add ((r1.add r2).div_const 2)
  have hv := (tendsto_const_nhds (x := (1 / 24 : ℝ))).add (hid.mul ((r1.sub r2).div_const 2))
  simp only [add_zero, sub_zero, zero_div, mul_zero] at hu hv
  have hp := (tendsto_const_nhds (x := (1 / 6 : ℝ))).add ((hid.pow 2).mul hu)
  have hw := (tendsto_const_nhds (x := (1 : ℝ))).add ((hid.pow 2).mul hp)
  have lim := ((((hu.const_mul 3).add ((hp.pow 2).const_mul 3)).add
    ((hid.pow 2).mul (hp.pow 3))).sub hv).neg.div (hw.pow 3) (by norm_num)
  rw [show (-1 / 15 : ℝ) = -(3 * (1 / 120) + 3 * (1 / 6 + 0 ^ 2 * (1 / 120)) ^ 2
    + 0 ^ 2 * (1 / 6 + 0 ^ 2 * (1 / 120)) ^ 3 - 1 / 24)
    / (1 + 0 ^ 2 * (1 / 6 + 0 ^ 2 * (1 / 120))) ^ 3 by norm_num]
  refine lim.congr' ?_
  -- the terms of order a² cancel between sinh³ a / a³ and cosh a
  have alg : ∀ a w c N : ℝ, a ≠ 0 → w ≠ 0 → c = w ^ 3 - a ^ 4 * N →
      -N / w ^ 3 = (a ^ 3 * c / (a * w) ^ 3 - 1) / a ^ 4 := by
    intro a w c N h1 h2 h3
    rw [h3]
    field_simp
    ring
  filter_upwards [self_mem_nhdsWithin] with a ha
  have h1 : sinh a = a * (1 + a ^ 2 * (1 / 6 + a ^ 2 * (1 / 120 + (ρ a + ρ (-a)) / 2))) := by
    rw [Real.sinh_eq, he a, he (-a)]; ring
  have hs := Real.sinh_pos_iff.2 (Set.mem_Ioi.1 ha)
  rw [h1] at hs
  rw [gridNorm, h1]
  exact alg a _ _ _ (Set.mem_Ioi.1 ha).ne' (right_ne_zero_of_mul hs.ne')
    (by rw [Real.cosh_eq, he a, he (-a)]; ring)

/-- Doubling a positive dimensionless step strictly lowers `gridNorm`. -/
theorem gridNorm_two_mul_lt {a : ℝ} (ha : 0 < a) : gridNorm (2 * a) < gridNorm a := by
  have hs : 0 < sinh a := Real.sinh_pos_iff.2 ha
  have hc : 0 < cosh a := Real.cosh_pos a
  have h2 : cosh a ^ 2 = 1 + sinh a ^ 2 := by linarith [Real.cosh_sq a]
  have k : cosh a ^ 2 + sinh a ^ 2 < cosh a ^ 4 := by
    rw [show cosh a ^ 4 = (cosh a ^ 2) ^ 2 by ring, h2]
    nlinarith [pow_pos hs 4]
  rw [gridNorm, gridNorm, Real.cosh_two_mul, Real.sinh_two_mul,
    div_lt_div_iff₀ (by positivity) (by positivity)]
  have hpos : 0 < 8 * a ^ 3 * sinh a ^ 3 := by positivity
  linarith [mul_lt_mul_of_pos_left k hpos]

/-- For every positive dimensionless step, `gridNorm` is strictly below one. -/
theorem gridNorm_lt_one {a : ℝ} (ha : 0 < a) : gridNorm a < 1 := by
  -- halving the step raises the norm, which is below one once the step is small
  have mono : ∀ n : ℕ, gridNorm a ≤ gridNorm (a * (1 / 2) ^ n) := by
    intro n
    induction n with
    | zero => simp
    | succ n ih =>
      have t := gridNorm_two_mul_lt (a := a * (1 / 2) ^ (n + 1)) (by positivity)
      rw [show 2 * (a * (1 / 2) ^ (n + 1)) = a * (1 / 2) ^ n by ring] at t
      exact ih.trans t.le
  have t := (tendsto_pow_atTop_nhds_zero_of_lt_one (r := (1 / 2 : ℝ))
    (by norm_num) (by norm_num)).const_mul a
  rw [mul_zero] at t
  have seq : Tendsto (fun n : ℕ => a * (1 / 2 : ℝ) ^ n) atTop (𝓝[>] 0) :=
    tendsto_nhdsWithin_iff.2 ⟨t, Eventually.of_forall fun n => Set.mem_Ioi.2 (by positivity)⟩
  obtain ⟨n, hn⟩ := ((tendsto_gridNorm.comp seq).eventually_lt_const
    (show (-1 / 15 : ℝ) < 0 by norm_num)).exists
  refine (mono n).trans_lt ?_
  by_contra hc
  exact absurd hn (not_lt_of_ge (div_nonneg (by linarith) (by positivity)))

/-- For `Z > 0` the trapezoidal norm of 1s is below one at every step `h > 0`. As `h` tends to
zero from above, the norm errors divided by `h⁴` tend to `-Z⁴/15` for the trapezoidal rule and
to `4Z⁴/15` for Simpson's rule. -/
theorem norm_errors_1s {Z : ℝ} (hZ : 0 < Z) :
    (∀ h, 0 < h → trapezoid (density1s Z) h < 1) ∧
    Tendsto (fun h => (trapezoid (density1s Z) h - 1) / h ^ 4) (𝓝[>] 0)
      (𝓝 (-Z ^ 4 / 15)) ∧
    Tendsto (fun h => (simpson (density1s Z) h - 1) / h ^ 4) (𝓝[>] 0)
      (𝓝 (4 * Z ^ 4 / 15)) := by
  have scal : ∀ c : ℝ, 0 < c → Tendsto (fun h => (gridNorm (c * h) - 1) / h ^ 4)
      (𝓝[>] 0) (𝓝 (c ^ 4 * (-1 / 15))) := by
    intro c hc
    have t0 : Tendsto (fun h : ℝ => c * h) (𝓝[>] 0) (𝓝 (c * 0)) :=
      (tendsto_id.mono_left nhdsWithin_le_nhds).const_mul c
    rw [mul_zero] at t0
    have t : Tendsto (fun h : ℝ => c * h) (𝓝[>] 0) (𝓝[>] 0) := by
      refine tendsto_nhdsWithin_iff.2 ⟨t0, ?_⟩
      filter_upwards [self_mem_nhdsWithin] with h hh
      exact mul_pos hc hh
    refine ((tendsto_gridNorm.comp t).const_mul (c ^ 4)).congr' ?_
    filter_upwards [self_mem_nhdsWithin] with h hh
    have hh0 : h ≠ 0 := (Set.mem_Ioi.1 hh).ne'
    change c ^ 4 * ((gridNorm (c * h) - 1) / (c * h) ^ 4) = (gridNorm (c * h) - 1) / h ^ 4
    rw [mul_pow]
    field_simp
  refine ⟨fun h hh => ?_, ?_, ?_⟩
  · rw [trapezoid_density1s hZ hh]
    exact gridNorm_lt_one (mul_pos hZ hh)
  · rw [show -Z ^ 4 / 15 = Z ^ 4 * (-1 / 15) by ring]
    refine (scal Z hZ).congr' ?_
    filter_upwards [self_mem_nhdsWithin] with h hh
    rw [trapezoid_density1s hZ hh]
  · rw [show 4 * Z ^ 4 / 15
      = (4 * (Z ^ 4 * (-1 / 15)) - (2 * Z) ^ 4 * (-1 / 15)) / 3 by ring]
    refine ((((scal Z hZ).const_mul 4).sub (scal (2 * Z) (by linarith))).div_const 3).congr' ?_
    filter_upwards [self_mem_nhdsWithin] with h hh
    rw [simpson_density1s hZ hh]
    ring

/-- For `Z > 0` and all sufficiently small steps `h > 0`, Simpson's rule normalises 1s worse
than the trapezoidal rule. -/
theorem simpson_worse_1s {Z : ℝ} (hZ : 0 < Z) : ∀ᶠ h in 𝓝[>] (0 : ℝ),
    |trapezoid (density1s Z) h - 1| < |simpson (density1s Z) h - 1| := by
  obtain ⟨-, ht, hs⟩ := norm_errors_1s hZ
  have hp : 0 < Z ^ 4 := pow_pos hZ 4
  have hlt : |-Z ^ 4 / 15| < |4 * Z ^ 4 / 15| := by
    rw [abs_of_neg (by linarith), abs_of_pos (by linarith)]
    linarith
  filter_upwards [ht.abs.eventually_lt hs.abs hlt] with h hh
  rw [abs_div, abs_div] at hh
  by_contra hn
  exact absurd hh (not_lt_of_ge (div_le_div_of_nonneg_right (not_lt.1 hn) (abs_nonneg _)))

end

end RadialGridNorm1s
```

```lean
#print axioms RadialGridNorm1s.simpson_worse_1s
```

```
'RadialGridNorm1s.simpson_worse_1s' depends on axioms: [propext, Classical.choice, Quot.sound]
```

`hasSum_density1s` proves that the grid values have a convergent sum and evaluates it. It writes n² = 2C(n+2, 2) − 3n − 2, which reduces Σ n²qⁿ to known geometric series, and then converts q to hyperbolic functions. `trapezoid_density1s` multiplies by h. `simpson_density1s` applies the same sum with step 2h to the even points, obtains the odd points as the remainder, and combines the two with Simpson's weights.

`exp_taylor` expands the exponential to fifth order with remainder y⁵ρ(y), where ρ tends to zero. In `tendsto_gridNorm` this gives sinh a = a·w and cosh a = w³ − a⁴N, with w → 1 and N → 1/15. The cancellation of the a² terms is contained in the second identity, and (G−1)/a⁴ becomes −N/w³, whose limit is −1/15.

`gridNorm_two_mul_lt` proves G(2a) < G(a) by clearing denominators and using cosh 2a < cosh⁴ a. `gridNorm_lt_one` repeats the halving by induction and uses the negative limit to find an n for which G(a/2ⁿ) < 1.

In `norm_errors_1s`, the auxiliary statement `scal` rescales the limit of G to the argument c·h. Taking c = Z gives the trapezoidal limit, and combining c = Z with c = 2Z gives Simpson's. `simpson_worse_1s` compares the absolute values Z⁴/15 < 4Z⁴/15, carries the inequality over to small h, and removes the common divisor h⁴.
